# A gate charge can put an odd state of a superconducting island below every even state exactly when $\Delta<E_c$

Parity enters this model as a fixed energy cost: an island with an odd number of electrons pays $\Delta$, whatever the gate charge. The cost stands for the quasiparticle that remains when one electron has no partner to pair with. For integer electron number $N$ and real gate charge $n_g$, in units of one electron,

$$E(N)=E_c(N-n_g)^2+\begin{cases}\Delta,&N\text{ odd}\\0,&N\text{ even,}\end{cases}\qquad E_c>0.$$

Here $E_c=e^2/(2C)$ is the charging energy of a single electron, with $C$ the total capacitance of the island. $N$ runs over all integers, so it is best read as a count relative to an even reference filling.

## Comparing an odd state with its even rivals

Let $N$ be odd, put $\delta=n_g-N$, and write an even rival as $M=N+k$ with $k$ odd. Then

$$E(M)-E(N)=E_c(k^2-2k\delta)-\Delta .$$

If $N$ lies below every even state, the cases $k=1$ and $k=-1$ give $E_c(1-2\delta)>\Delta$ and $E_c(1+2\delta)>\Delta$. Their sum is $2E_c>2\Delta$, so $\Delta<E_c$. Both neighbours are needed: the comparison with $N+1$ alone can be satisfied for any $\Delta$ by moving $n_g$ far below $N$.

Conversely, let $\Delta<E_c$ and take $n_g=N=1$. Then $E(1)=\Delta$, while every even $M$ has $(M-1)^2\ge1$ and hence $E(M)\ge E_c>\Delta$.

The two neighbour inequalities together say $2E_c|\delta|<E_c-\Delta$. When $\Delta\ge0$, this window also suffices against all other even states, because

$$E(M)-E(N)>E_ck^2-|k|(E_c-\Delta)-\Delta=(|k|-1)(E_c|k|+\Delta)\ge0 .$$

Setting the difference for $k=1$ to zero gives the degeneracy point $\delta=(E_c-\Delta)/(2E_c)$.

If instead $\Delta\ge E_c$, choose an even $N$ with $d=N-n_g$ and $|d|\le1$. Its energy is at most $E_c\le\Delta$, so no odd state is lower. For another even state $N+2j$, the squared distance changes by $(d+2j)^2-d^2=4j(j+d)\ge4|j|(|j|-1)\ge0$, so no even state is lower either.

The same argument with non-strict comparisons shows that some odd state can be at or below every even state exactly when $\Delta\le E_c$.

## The energy function and its period

In Lean 4 with Mathlib:

```lean
import Mathlib

namespace ParityEffect

noncomputable section
```

In `energy`, the parameters `Ec`, `Δ` and `ng` are real and `N : ℤ` is the electron number, converted to a real inside the square. The sign conditions appear only in the theorems that use them.

```lean
/-- Energy of a superconducting island with `N` electrons at gate charge `ng`: the charging
energy, plus `Δ` when `N` is odd. -/
def energy (Ec Δ ng : ℝ) (N : ℤ) : ℝ :=
  Ec * ((N : ℝ) - ng) ^ 2 + if Odd N then Δ else 0
```

Two lemmas evaluate the conditional in each parity sector.

```lean
/-- With an odd electron number the island pays the charging energy and `Δ`. -/
theorem energy_odd (Ec Δ ng : ℝ) {N : ℤ} (hN : Odd N) :
    energy Ec Δ ng N = Ec * ((N : ℝ) - ng) ^ 2 + Δ := by
  unfold energy
  rw [if_pos hN]

/-- With an even electron number the island pays only the charging energy. -/
theorem energy_even (Ec Δ ng : ℝ) {N : ℤ} (hN : Even N) :
    energy Ec Δ ng N = Ec * ((N : ℝ) - ng) ^ 2 := by
  unfold energy
  rw [if_neg (Int.not_odd_iff_even.mpr hN), add_zero]
```

Shifting $N$ and $n_g$ together by two preserves both the parity and the difference $N-n_g$, so the spectrum has period two in the gate charge.

```lean
/-- Raising the gate charge and the electron number together by two leaves the energy
unchanged. -/
theorem energy_add_two (Ec Δ ng : ℝ) (N : ℤ) :
    energy Ec Δ (ng + 2) (N + 2) = energy Ec Δ ng N := by
  rcases Int.even_or_odd N with hN | hN
  · have h2 : Even (N + 2) := hN.add even_two
    rw [energy_even _ _ _ h2, energy_even _ _ _ hN]
    push_cast
    ring
  · have h2 : Odd (N + 2) := hN.add_even even_two
    rw [energy_odd _ _ _ h2, energy_odd _ _ _ hN]
    push_cast
    ring
```

## Degeneracy and the odd window

For the degeneracy point, `key` clears the denominator; the remaining equivalence is linear once the squares are expanded.

```lean
/-- An odd state `N` and its even neighbour `N + 1` are degenerate exactly at the gate charge
`N + (Ec - Δ) / (2 Ec)`. -/
theorem odd_even_degenerate_iff {Ec : ℝ} (hEc : 0 < Ec) (Δ ng : ℝ) {N : ℤ} (hN : Odd N) :
    energy Ec Δ ng N = energy Ec Δ ng (N + 1) ↔
      ng = (N : ℝ) + (Ec - Δ) / (2 * Ec) := by
  have hne : 2 * Ec ≠ 0 := by positivity
  have key : ng = (N : ℝ) + (Ec - Δ) / (2 * Ec) ↔ (ng - N) * (2 * Ec) = Ec - Δ := by
    rw [← sub_eq_iff_eq_add', eq_div_iff hne]
  rw [key, energy_odd _ _ _ hN, energy_even _ _ _ hN.add_one]
  push_cast
  constructor <;> intro h <;> linarith
```

In the window theorem, the forward direction uses the two neighbours and splits on the sign of `ng - N`. The reverse direction separates even states above `N` from those below. The products passed to `nlinarith` supply the estimate with the factor $|k|-1$ derived above.

```lean
/-- For `Δ ≥ 0`, a given odd state `N` lies strictly below every even state exactly when the
gate charge is within the window `2 Ec |ng - N| < Ec - Δ`. -/
theorem odd_below_even_iff_window {Ec Δ : ℝ} (hEc : 0 < Ec) (hΔ : 0 ≤ Δ) (ng : ℝ)
    {N : ℤ} (hN : Odd N) :
    (∀ M : ℤ, Even M → energy Ec Δ ng N < energy Ec Δ ng M) ↔
      2 * Ec * |ng - N| < Ec - Δ := by
  constructor
  · intro h
    -- only the two neighbouring even states matter
    have h1 := h (N + 1) hN.add_one
    have h2 := h (N - 1) (hN.sub_odd odd_one)
    rw [energy_odd _ _ _ hN, energy_even _ _ _ hN.add_one] at h1
    rw [energy_odd _ _ _ hN, energy_even _ _ _ (hN.sub_odd odd_one)] at h2
    push_cast at h1 h2
    rcases abs_cases (ng - (N : ℝ)) with ⟨ha, _⟩ | ⟨ha, _⟩ <;> rw [ha] <;> nlinarith
  · intro h M hM
    rw [energy_odd _ _ _ hN, energy_even _ _ _ hM]
    have hE : 0 ≤ 2 * Ec := by positivity
    have hp := mul_le_mul_of_nonneg_left (le_abs_self (ng - (N : ℝ))) hE
    have hm := mul_le_mul_of_nonneg_left (neg_le_abs (ng - (N : ℝ))) hE
    have hcase : N + 1 ≤ M ∨ M + 1 ≤ N := by
      obtain ⟨a, ha⟩ := hN
      obtain ⟨b, hb⟩ := hM
      omega
    rcases hcase with hc | hc
    · have hk : (N : ℝ) + 1 ≤ M := by exact_mod_cast hc
      have hk0 : 0 < (M : ℝ) - N := by linarith
      have hk1 : 0 ≤ (M : ℝ) - N - 1 := by linarith
      have hw : 0 < Ec - Δ - 2 * Ec * (ng - N) := by linarith
      have hs : 0 ≤ Ec * ((M : ℝ) - N) + Δ := by positivity
      nlinarith [mul_pos hk0 hw, mul_nonneg hk1 hs]
    · have hk : (M : ℝ) + 1 ≤ N := by exact_mod_cast hc
      have hk0 : 0 < (N : ℝ) - M := by linarith
      have hk1 : 0 ≤ (N : ℝ) - M - 1 := by linarith
      have hw : 0 < Ec - Δ + 2 * Ec * (ng - N) := by linarith
      have hs : 0 ≤ Ec * ((N : ℝ) - M) + Δ := by positivity
      nlinarith [mul_pos hk0 hw, mul_nonneg hk1 hs]
```

## The threshold at $\Delta=E_c$

The main theorem says that a real `ng` and an odd `N` exist with energy strictly below that of every even `M` if and only if `Δ < Ec`. It assumes $E_c>0$ and allows any real $\Delta$, including the physical range $\Delta\ge0$. Its first half adds the neighbour comparisons; its second supplies the witnesses $n_g=N=1$, with `hsq` recording $(M-1)^2\ge1$.

```lean
/-- There is a gate charge at which some odd state lies strictly below every even state if and only
if `Δ < Ec`. -/
theorem exists_odd_below_even_iff {Ec : ℝ} (hEc : 0 < Ec) (Δ : ℝ) :
    (∃ ng : ℝ, ∃ N : ℤ, Odd N ∧
      ∀ M : ℤ, Even M → energy Ec Δ ng N < energy Ec Δ ng M) ↔ Δ < Ec := by
  constructor
  · rintro ⟨ng, N, hN, h⟩
    -- adding the comparisons with both neighbours removes the gate charge
    have h1 := h (N + 1) hN.add_one
    have h2 := h (N - 1) (hN.sub_odd odd_one)
    rw [energy_odd _ _ _ hN, energy_even _ _ _ hN.add_one] at h1
    rw [energy_odd _ _ _ hN, energy_even _ _ _ (hN.sub_odd odd_one)] at h2
    push_cast at h1 h2
    nlinarith
  · intro h
    -- tune the gate to the odd charge 1
    refine ⟨1, 1, odd_one, fun M hM => ?_⟩
    rw [energy_odd _ _ _ odd_one, energy_even _ _ _ hM]
    have hsq : 1 ≤ ((M : ℝ) - 1) ^ 2 := by
      have hcase : 2 ≤ M ∨ M ≤ 0 := by
        obtain ⟨b, hb⟩ := hM
        omega
      rcases hcase with hc | hc
      · have hk : (2 : ℝ) ≤ M := by exact_mod_cast hc
        nlinarith
      · have hk : (M : ℝ) ≤ 0 := by exact_mod_cast hc
        nlinarith
    push_cast
    nlinarith [mul_le_mul_of_nonneg_left hsq hEc.le]
```

On the other side of the threshold, `round (ng / 2)` provides the integer `r` for which `2 * r` is within one of `ng`. The even case compares `r` with `s`, half of the rival number; the odd case is the energy bound $E_c\le\Delta$.

```lean
/-- If `Δ ≥ Ec`, then at every gate charge some even state has the lowest energy among all
electron numbers. -/
theorem exists_even_ground_state {Ec Δ : ℝ} (hEc : 0 < Ec) (h : Ec ≤ Δ) (ng : ℝ) :
    ∃ N : ℤ, Even N ∧ ∀ M : ℤ, energy Ec Δ ng N ≤ energy Ec Δ ng M := by
  -- the even integer nearest to the gate charge is at distance at most one
  obtain ⟨r, h1, h2⟩ : ∃ r : ℤ, -1 ≤ 2 * (r : ℝ) - ng ∧ 2 * (r : ℝ) - ng ≤ 1 := by
    have hr := abs_le.mp (abs_sub_round (ng / 2))
    exact ⟨round (ng / 2), by linarith [hr.2], by linarith [hr.1]⟩
  refine ⟨2 * r, even_two_mul r, fun M => ?_⟩
  rw [energy_even _ _ _ (even_two_mul r)]
  push_cast
  rcases Int.even_or_odd M with hM | hM
  · rw [energy_even _ _ _ hM]
    apply mul_le_mul_of_nonneg_left _ hEc.le
    obtain ⟨s, rfl⟩ := hM
    push_cast
    have hcase : s = r ∨ r + 1 ≤ s ∨ s + 1 ≤ r := by omega
    rcases hcase with hc | hc | hc
    · rw [hc]
      apply le_of_eq
      ring
    · have hk : (r : ℝ) + 1 ≤ s := by exact_mod_cast hc
      have ha : 0 ≤ (s : ℝ) - r := by linarith
      have hb : 0 ≤ (s : ℝ) - r + (2 * r - ng) := by linarith
      nlinarith [mul_nonneg ha hb]
    · have hk : (s : ℝ) + 1 ≤ r := by exact_mod_cast hc
      have ha : 0 ≤ (r : ℝ) - s := by linarith
      have hb : 0 ≤ (r : ℝ) - s - (2 * r - ng) := by linarith
      nlinarith [mul_nonneg ha hb]
  · rw [energy_odd _ _ _ hM]
    have hsq : (2 * (r : ℝ) - ng) ^ 2 ≤ 1 := by nlinarith
    have hpos : 0 ≤ Ec * ((M : ℝ) - ng) ^ 2 := by positivity
    have hle := mul_le_mul_of_nonneg_left hsq hEc.le
    linarith

end

end ParityEffect
```

```lean
#print axioms ParityEffect.energy_add_two
#print axioms ParityEffect.odd_below_even_iff_window
#print axioms ParityEffect.exists_odd_below_even_iff
#print axioms ParityEffect.exists_even_ground_state
```

```
'ParityEffect.energy_add_two' depends on axioms: [propext, Classical.choice, Quot.sound]
'ParityEffect.odd_below_even_iff_window' depends on axioms: [propext, Classical.choice, Quot.sound]
'ParityEffect.exists_odd_below_even_iff' depends on axioms: [propext, Classical.choice, Quot.sound]
'ParityEffect.exists_even_ground_state' depends on axioms: [propext, Classical.choice, Quot.sound]
```

## What the threshold says about a device

At zero temperature, and with tunnelling and Josephson coupling too weak to shift these energies appreciably, the criterion decides whether the lowest-energy charge state is odd at some gate charge, and the window gives a check for numerical charge-state diagrams. The parity effect seen in experiments also depends on temperature and on quasiparticle dynamics, which this energy function leaves out; $\Delta$ is an input here, not derived from a pairing Hamiltonian.
